# Independent, identically distributed site energies with zero mean: ⟨e_i e_j⟩ = δ_ij m_2

The theorem `avg_pair` concerns a finite set of sites, each occupied independently by one of finitely many species, with the same normalised distribution `μ` on every site. The species at site i fixes its real energy e_i. The theorem states that if the mean energy `moment μ 1` vanishes, the configurational average of e_i e_j is the second moment m_2 = `moment μ 2` for i = j and zero for i ≠ j. The case i = j follows from `avg_pow`. For i ≠ j the attempt applies `avg_monomial` with exponents δ_li + δ_lj, identifies the monomial with e_i e_j in `h1`, and shows in `h2` that the product of moments contains the vanishing mean.

The first attempt, which Lean rejects:

```lean
import Mathlib

open Matrix Finset

namespace AlloyMoments

noncomputable section

/-- Distribution of one site energy: finitely many species with real energies and probabilities. -/
structure SiteDisorder (S : Type*) [Fintype S] where
  value : S → ℝ
  prob : S → ℝ
  prob_nonneg : ∀ s, 0 ≤ prob s
  prob_sum : ∑ s, prob s = 1

variable {n S : Type*} [Fintype n] [DecidableEq n] [Fintype S] (μ : SiteDisorder S)

/-- The `k`-th moment `m_k` of the single-site energy distribution. -/
def moment (k : ℕ) : ℝ := ∑ s, μ.prob s * μ.value s ^ k

/-- The energy of site `i` in the configuration `c`. -/
def energy (c : n → S) (i : n) : ℂ := (μ.value (c i) : ℂ)

/-- Configurational average for independent, identically distributed sites. -/
def avg (F : (n → S) → ℂ) : ℂ := ∑ c, (∏ i, (μ.prob (c i) : ℂ)) * F c

/-- The average of a monomial in the site energies is the product of single-site moments. -/
theorem avg_monomial (k : n → ℕ) :
    avg μ (fun c : n → S => ∏ i, energy μ c i ^ k i) = ∏ i, (moment μ (k i) : ℂ) := by
  simp only [avg, energy, moment]
  push_cast
  rw [Finset.prod_univ_sum]
  simp only [Fintype.piFinset_univ, Finset.prod_mul_distrib]

/-- The average of `e_i ^ k` is `m_k` on every site. -/
theorem avg_pow (i : n) (k : ℕ) :
    avg μ (fun c : n → S => energy μ c i ^ k) = (moment μ k : ℂ) := by
  have h0 : moment μ 0 = 1 := by simp [moment, μ.prob_sum]
  have h := avg_monomial μ (fun j : n => if j = i then k else 0)
  have h1 : ∀ c : n → S,
      ∏ j, energy μ c j ^ (if j = i then k else 0) = energy μ c i ^ k := by
    intro c
    rw [Finset.prod_eq_single i]
    · simp
    · intro j _ hj; simp [hj]
    · simp
  have h2 : ∏ j, (moment μ (if j = i then k else 0) : ℂ) = (moment μ k : ℂ) := by
    rw [Finset.prod_eq_single i]
    · simp
    · intro j _ hj; simp [hj, h0]
    · simp
  simp only [h1, h2] at h
  exact h

/-- For zero mean energy, `⟨e_i e_j⟩ = δ_ij m_2`. -/
theorem avg_pair (hm : moment μ 1 = 0) (i j : n) :
    avg μ (fun c : n → S => energy μ c i * energy μ c j)
      = if i = j then (moment μ 2 : ℂ) else 0 := by
  by_cases hij : i = j
  · subst hij
    rw [if_pos rfl]
    simpa only [pow_two] using avg_pow μ i 2
  · rw [if_neg hij]
    have h := avg_monomial μ
      (fun l : n => (if l = i then 1 else 0) + (if l = j then 1 else 0))
    have h1 : ∀ c : n → S,
        ∏ l, energy μ c l ^ ((if l = i then 1 else 0) + (if l = j then 1 else 0))
          = energy μ c i * energy μ c j := by
      intro c
      simp [pow_add, Finset.prod_mul_distrib]
    -- the factor belonging to site i is the vanishing mean
    have h2 : ∏ l, (moment μ ((if l = i then 1 else 0) + (if l = j then 1 else 0)) : ℂ) = 0 :=
      Finset.prod_eq_zero (Finset.mem_univ i) (by simp [hij, hm])
    simp only [h1, h2] at h
    exact h

end

end AlloyMoments
```

Compiling this gives:

```
Main.lean:68:43: error: unsolved goals
n : Type u_1
S : Type u_2
inst✝² : Fintype n
inst✝¹ : DecidableEq n
inst✝ : Fintype S
μ : SiteDisorder S
hm : moment μ 1 = 0
i j : n
hij : ¬i = j
h :
  (avg μ fun c => ∏ i_1, energy μ c i_1 ^ ((if i_1 = i then 1 else 0) + if i_1 = j then 1 else 0)) =
    ∏ i_1, ↑(moment μ ((if i_1 = i then 1 else 0) + if i_1 = j then 1 else 0))
c : n → S
⊢ (∏ x,
      if x = j then if x = i then energy μ c x * energy μ c x else energy μ c x
      else if x = i then energy μ c x else 1) =
    energy μ c i * energy μ c j
Main.lean:70:21: warning: This simp argument is unused:
  Finset.prod_mul_distrib

Hint: Omit it from the simp argument list.
  [apply] simp [pow_add]

Note: This linter can be disabled with `set_option linter.unusedSimpArgs false`
```

The error says that `simp` left `h1` unproved, and the warning says that `Finset.prod_mul_distrib` was never used. The remaining goal shows why. After `pow_add` split each factor into two powers, the default simp set went on working inside the product and turned the factor into a nested conditional: `if x = j` outermost, `if x = i` in each branch. The body of `∏ x` was then no longer of the form `f x * g x`, so `Finset.prod_mul_distrib` had nothing to match, and `simp` did not reduce the product of nested conditionals.

The repair fixes the order with two restricted calls. The first uses only `pow_add` and `Finset.prod_mul_distrib`, so the multiplication survives and the product splits into two products, one per indicator exponent. In the second, `pow_ite`, `pow_one` and `pow_zero` rewrite each factor as `if l = i then energy μ c l else 1` (likewise for `j`). `Finset.prod_ite_eq'` collapses each product to a conditional on membership in `univ`, which `Finset.mem_univ` and `if_true` remove. Both sides are then `energy μ c i * energy μ c j`.

After these edits no error is left:

```diff
@@ -68,5 +68,6 @@
           = energy μ c i * energy μ c j := by
       intro c
-      simp [pow_add, Finset.prod_mul_distrib]
+      simp only [pow_add, Finset.prod_mul_distrib]
+      simp only [pow_ite, pow_one, pow_zero, Finset.prod_ite_eq', Finset.mem_univ, if_true]
     -- the factor belonging to site i is the vanishing mean
     have h2 : ∏ l, (moment μ ((if l = i then 1 else 0) + (if l = j then 1 else 0)) : ℂ) = 0 :=
```
